# Majorana operators: the CAR are equivalent to the Clifford relations

## Question

To put a fermionic Hamiltonian on qubits, one often first replaces each annihilation operator c_j and its adjoint c_j† by two Hermitian operators g = c_j + c_j† and g′ = −I(c_j − c_j†), with I the imaginary unit. It is then said that the c_j obey the canonical anticommutation relations (CAR) exactly when these 2n operators for n modes satisfy g_a g_b + g_b g_a = 2δ_ab, and that the occupation number is c_j†c_j = (1 + I g g′)/2. Does the equivalence hold in both directions, and does it need a Hilbert space? How would one state and prove it in Lean 4 with Mathlib?

## Answer

It holds in both directions and is purely algebraic.

### Modelling choices

The operators live in a type `A` with `Ring A`, `StarRing A` and `Algebra ℂ A`: a unital complex algebra with an additive involution x ↦ x†, Lean's `star`, that reverses products. The rule (λx)† = λ̄x† for complex λ is the separate assumption `StarModule ℂ A`, and it enters only in `star_majorana`, `majorana_fermionOf` and `isCAR_fermionOf_iff`. There is no norm, no state and no vacuum.

The modes form a family `c : ι → A` over any index type, finite or not. With {x, y} = xy + yx (`anticomm`) and δ_ij equal to the unit or the zero of the algebra (`delta`), the structure `IsCAR` says, for all modes i, j,

{c_i, c_j} = 0 and {c_i, c_j†} = δ_ij.

`IsClifford g` says {g_a, g_b} = 2δ_ab for all labels a, b, so each g_a squares to 1; self-adjointness is not part of this definition. The Majorana operators carry labels in `ι × Fin 2`:

g_(j,0) = c_j + c_j† (`majOdd`)

g_(j,1) = −I(c_j − c_j†) (`majEven`)

`majorana` collects both into one family. For n modes, `majoranaSeq` puts the label (j, s) at position 2j + s of one row, everything counted from zero; counted from one, the pair of mode j is g_(2j−1), g_(2j), which is the origin of the names odd and even.

The main statements then read as follows. `isCAR_iff_isClifford`: any family c obeys the CAR if and only if its Majorana family obeys the Clifford relations. `isCAR_iff_isClifford_seq`: the same for n modes in the row numbering. `IsCAR.number_eq`: under the CAR, c_j†c_j = (1 + I g_(j,0) g_(j,1))/2. `isCAR_fermionOf_iff` starts from the other side: for a self-adjoint family g, the modes (g_(j,0) + I g_(j,1))/2 (`fermionOf`) obey the CAR if and only if g is Clifford.

### Derivation by hand

Fix modes i, j, possibly equal, and put

P = {c_i, c_j}, Q = {c_i, c_j†}, R = {c_i†, c_j}, S = {c_i†, c_j†}.

The anticommutator is bilinear and (−I)² = −1, so for any family c

{g_(i,0), g_(j,0)} = P + Q + R + S

{g_(i,0), g_(j,1)} = −I(P − Q + R − S)

{g_(i,1), g_(j,0)} = −I(P + Q − R − S)

{g_(i,1), g_(j,1)} = −P + Q + R − S.

Since δ_(i,s),(j,t) = δ_ij δ_st, the Clifford relations say that these four expressions equal 2δ_ij, 0, 0 and 2δ_ij.

Assume the CAR. Then P = 0 and Q = δ_ij. The adjoint of c_i c_j + c_j c_i = 0 is c_j†c_i† + c_i†c_j† = 0, so S = 0. The anticommutator is symmetric, so R = {c_j, c_i†} = δ_ji = δ_ij. The four right-hand sides become 2δ_ij, 0, 0, 2δ_ij.

Assume the Clifford relations. Multiplying the two middle equations by I gives

(1) P + Q + R + S = 2δ_ij

(2) P − Q + R − S = 0

(3) P + Q − R − S = 0

(4) −P + Q + R − S = 2δ_ij.

The combination (1) + (2) + (3) − (4) gives 4P = 0, and (1) − (2) + (3) + (4) gives 4Q = 4δ_ij. Division by 4 yields the CAR.

For the number operator write c = c_j. Since I·(−I) = 1,

I g_(j,0) g_(j,1) = (c + c†)(c − c†) = c² − cc† + c†c − (c†)².

The CAR at i = j give 2c² = 0, 2(c†)² = 0 and cc† = 1 − c†c. The right-hand side is therefore 2c†c − 1, which rearranges to the claim.

The change of variables inverts without any relation: I g_(j,1) = c_j − c_j†, hence

c_j = (g_(j,0) + I g_(j,1))/2 and c_j† = (g_(j,0) − I g_(j,1))/2.

With the antilinear adjoint, g_(j,1)† = I(c_j† − c_j) = g_(j,1), and g_(j,0) is visibly self-adjoint. Conversely, if g is any self-adjoint family and f_j = (g_(j,0) + I g_(j,1))/2, then f_j† = (g_(j,0) − I g_(j,1))/2, so f_j + f_j† = g_(j,0) and −I(f_j − f_j†) = g_(j,1). The equivalence applied to f is the statement about g.

### The Lean file

```lean
import Mathlib

open Complex

namespace MajoranaOperators

noncomputable section

/-- The anticommutator `{x, y} = x y + y x`. -/
def anticomm {A : Type*} [Ring A] (x y : A) : A := x * y + y * x

/-- The Kronecker delta `δ_ab` as an element of the algebra `A`. -/
def delta (A : Type*) [Ring A] {κ : Type*} [DecidableEq κ] (a b : κ) : A :=
  if a = b then 1 else 0

/-- The canonical anticommutation relations `{c_i, c_j} = 0` and `{c_i, c_j*} = δ_ij`. -/
structure IsCAR {A ι : Type*} [Ring A] [Star A] [DecidableEq ι] (c : ι → A) : Prop where
  ann : ∀ i j, anticomm (c i) (c j) = 0
  mix : ∀ i j, anticomm (c i) (star (c j)) = delta A i j

/-- The Clifford relations `g_a g_b + g_b g_a = 2 δ_ab`. -/
def IsClifford {A κ : Type*} [Ring A] [DecidableEq κ] (g : κ → A) : Prop :=
  ∀ a b, anticomm (g a) (g b) = 2 * delta A a b

/-- The first Majorana operator of mode `j`, `g_(j,0) = c_j + c_j*`. -/
def majOdd {A ι : Type*} [Ring A] [Star A] (c : ι → A) (j : ι) : A :=
  c j + star (c j)

/-- The second Majorana operator of mode `j`, `g_(j,1) = -i (c_j - c_j*)`. -/
def majEven {A ι : Type*} [Ring A] [Star A] [Algebra ℂ A] (c : ι → A) (j : ι) : A :=
  (-I) • (c j - star (c j))

/-- All Majorana operators as one family: label `(j, 0)` gives `c_j + c_j*` and label
`(j, 1)` gives `-i (c_j - c_j*)`. -/
def majorana {A ι : Type*} [Ring A] [Star A] [Algebra ℂ A] (c : ι → A) (a : ι × Fin 2) : A :=
  ![majOdd c a.1, majEven c a.1] a.2

/-- The numbering of `2n` Majorana labels in one row: position `2 j + s` (counted from zero)
corresponds to the label `(j, s)`. -/
def pairIndex (n : ℕ) : Fin (n * 2) ≃ Fin n × Fin 2 := finProdFinEquiv.symm

/-- The Majorana operators of `n` modes numbered consecutively in one row of length `2n`. -/
def majoranaSeq {A : Type*} [Ring A] [Star A] [Algebra ℂ A] {n : ℕ} (c : Fin n → A)
    (a : Fin (n * 2)) : A :=
  majorana c (pairIndex n a)

/-- The mode operator `(g_(j,0) + i g_(j,1)) / 2` built from a pair of members of a family `g`. -/
def fermionOf {A ι : Type*} [Ring A] [Algebra ℂ A] (g : ι × Fin 2 → A) (j : ι) : A :=
  (1 / 2 : ℂ) • (g (j, 0) + I • g (j, 1))

/-- The Jordan-Wigner matrices of two modes on two qubits: `σ⁻ ⊗ 1` and `Z ⊗ σ⁻`
with `σ⁻ = !![0, 1; 0, 0]`. -/
def jwPair : Fin 2 → Matrix (Fin 4) (Fin 4) ℂ :=
  ![!![0, 0, 1, 0; 0, 0, 0, 1; 0, 0, 0, 0; 0, 0, 0, 0],
    !![0, 1, 0, 0; 0, 0, 0, 0; 0, 0, 0, -1; 0, 0, 0, 0]]

variable {A ι : Type*} [Ring A] [StarRing A]

/-- Under the CAR the adjoints anticommute as well, `{c_i*, c_j*} = 0`. -/
theorem IsCAR.creation [DecidableEq ι] {c : ι → A} (h : IsCAR c) (i j : ι) :
    anticomm (star (c i)) (star (c j)) = 0 := by
  have h1 := congrArg star (h.ann i j)
  simp only [anticomm, star_add, star_mul, star_zero] at h1
  unfold anticomm
  rw [add_comm]
  exact h1

variable [Algebra ℂ A]

/-- The four Majorana anticommutators of modes `i` and `j`, expanded in the anticommutators
of `c_i, c_i*` with `c_j, c_j*`. -/
theorem anticomm_expand (c : ι → A) (i j : ι) :
    anticomm (majOdd c i) (majOdd c j) =
        anticomm (c i) (c j) + anticomm (c i) (star (c j))
          + anticomm (star (c i)) (c j) + anticomm (star (c i)) (star (c j)) ∧
    anticomm (majOdd c i) (majEven c j) =
        (-I) • (anticomm (c i) (c j) - anticomm (c i) (star (c j))
          + anticomm (star (c i)) (c j) - anticomm (star (c i)) (star (c j))) ∧
    anticomm (majEven c i) (majOdd c j) =
        (-I) • (anticomm (c i) (c j) + anticomm (c i) (star (c j))
          - anticomm (star (c i)) (c j) - anticomm (star (c i)) (star (c j))) ∧
    anticomm (majEven c i) (majEven c j) =
        anticomm (c i) (star (c j)) + anticomm (star (c i)) (c j)
          - anticomm (c i) (c j) - anticomm (star (c i)) (star (c j)) := by
  have hI : (-I) * (-I) = -1 := by simp
  refine ⟨?_, ?_, ?_, ?_⟩
  · simp only [anticomm, majOdd, mul_add, add_mul]
    module
  · simp only [anticomm, majOdd, majEven, mul_smul_comm, smul_mul_assoc, mul_add, add_mul,
      mul_sub, sub_mul]
    module
  · simp only [anticomm, majOdd, majEven, mul_smul_comm, smul_mul_assoc, mul_add, add_mul,
      mul_sub, sub_mul]
    module
  · -- the two factors of -i combine to -1
    simp only [anticomm, majEven, mul_smul_comm, smul_mul_assoc, smul_smul, hI]
    simp only [mul_sub, sub_mul]
    module

/-- The mode operators are recovered from the Majorana operators:
`c_j = (g_(j,0) + i g_(j,1)) / 2` and `c_j* = (g_(j,0) - i g_(j,1)) / 2`. -/
theorem mode_eq_majorana (c : ι → A) (j : ι) :
    c j = (1 / 2 : ℂ) • (majOdd c j + I • majEven c j) ∧
    star (c j) = (1 / 2 : ℂ) • (majOdd c j - I • majEven c j) := by
  have hI : I * (-I) = 1 := by simp
  have key : I • majEven c j = c j - star (c j) := by
    unfold majEven
    rw [smul_smul, hI, one_smul]
  rw [key]
  unfold majOdd
  constructor
  · module
  · module

/-- The Clifford relations of the Majorana family split into four blocks, one for each
choice of first or second Majorana operator in the two modes. -/
theorem isClifford_iff_blocks [DecidableEq ι] (c : ι → A) :
    IsClifford (majorana c) ↔ ∀ i j,
      anticomm (majOdd c i) (majOdd c j) = 2 * delta A i j ∧
      anticomm (majOdd c i) (majEven c j) = 0 ∧
      anticomm (majEven c i) (majOdd c j) = 0 ∧
      anticomm (majEven c i) (majEven c j) = 2 * delta A i j := by
  have dss : ∀ (i j : ι) (s : Fin 2), delta A (i, s) (j, s) = delta A i j := by
    intro i j s
    by_cases h : i = j <;> simp [delta, h]
  have d01 : ∀ i j : ι, delta A (i, (0 : Fin 2)) (j, 1) = 0 := by
    intro i j
    simp [delta]
  have d10 : ∀ i j : ι, delta A (i, (1 : Fin 2)) (j, 0) = 0 := by
    intro i j
    simp [delta]
  have hs : ∀ s : Fin 2, s = 0 ∨ s = 1 := by decide
  constructor
  · intro h i j
    have h00 := h (i, 0) (j, 0)
    have h01 := h (i, 0) (j, 1)
    have h10 := h (i, 1) (j, 0)
    have h11 := h (i, 1) (j, 1)
    rw [dss] at h00
    rw [dss] at h11
    rw [d01, mul_zero] at h01
    rw [d10, mul_zero] at h10
    exact ⟨h00, h01, h10, h11⟩
  · intro h a b
    obtain ⟨i, s⟩ := a
    obtain ⟨j, t⟩ := b
    obtain ⟨h00, h01, h10, h11⟩ := h i j
    rcases hs s with rfl | rfl <;> rcases hs t with rfl | rfl
    · rw [dss]
      exact h00
    · rw [d01, mul_zero]
      exact h01
    · rw [d10, mul_zero]
      exact h10
    · rw [dss]
      exact h11

/-- The operators `c_j` obey the CAR if and only if their Majorana operators obey
`g_a g_b + g_b g_a = 2 δ_ab`. -/
theorem isCAR_iff_isClifford [DecidableEq ι] (c : ι → A) :
    IsCAR c ↔ IsClifford (majorana c) := by
  rw [isClifford_iff_blocks]
  constructor
  · intro h i j
    obtain ⟨e1, e2, e3, e4⟩ := anticomm_expand c i j
    have hsym : delta A j i = delta A i j := by
      by_cases hij : i = j
      · rw [hij]
      · simp [delta, hij, Ne.symm hij]
    have hP := h.ann i j
    have hQ := h.mix i j
    have hS := h.creation i j
    have hR : anticomm (star (c i)) (c j) = delta A i j := by
      rw [← hsym, ← h.mix j i]
      unfold anticomm
      exact add_comm _ _
    -- insert the CAR values into the four expansions
    refine ⟨?_, ?_, ?_, ?_⟩
    · rw [e1, hP, hQ, hR, hS, two_mul]
      abel
    · rw [e2, hP, hQ, hR, hS]
      module
    · rw [e3, hP, hQ, hR, hS]
      module
    · rw [e4, hP, hQ, hR, hS, two_mul]
      abel
  · intro h
    have hI : I * (-I) = 1 := by simp
    have cancel : ∀ z : A, (-I) • z = 0 → z = 0 := by
      intro z hz
      calc z = I • (-I) • z := by rw [smul_smul, hI, one_smul]
        _ = 0 := by rw [hz, smul_zero]
    -- invert the linear system of the four expansions
    have both : ∀ i j, anticomm (c i) (c j) = 0 ∧
        anticomm (c i) (star (c j)) = delta A i j := by
      intro i j
      obtain ⟨e1, e2, e3, e4⟩ := anticomm_expand c i j
      obtain ⟨h1, h2, h3, h4⟩ := h i j
      rw [e1, two_mul] at h1
      rw [e2] at h2
      rw [e3] at h3
      rw [e4, two_mul] at h4
      have k2 := cancel _ h2
      have k3 := cancel _ h3
      constructor
      · linear_combination (norm := module)
          (1 / 4 : ℂ) • h1 + (1 / 4 : ℂ) • k2 + (1 / 4 : ℂ) • k3 - (1 / 4 : ℂ) • h4
      · linear_combination (norm := module)
          (1 / 4 : ℂ) • h1 - (1 / 4 : ℂ) • k2 + (1 / 4 : ℂ) • k3 + (1 / 4 : ℂ) • h4
    exact ⟨fun i j => (both i j).1, fun i j => (both i j).2⟩

/-- For `n` modes with the `2n` Majorana operators numbered consecutively, the CAR hold if and
only if `g_a g_b + g_b g_a = 2 δ_ab` for all positions `a, b`. -/
theorem isCAR_iff_isClifford_seq {n : ℕ} (c : Fin n → A) :
    IsCAR c ↔ IsClifford (majoranaSeq c) := by
  rw [isCAR_iff_isClifford]
  have hd : ∀ a b, delta A (pairIndex n a) (pairIndex n b) = delta A a b := by
    intro a b
    by_cases h : a = b
    · subst h
      simp [delta]
    · have h2 : ¬ pairIndex n a = pairIndex n b := fun h' => h ((pairIndex n).injective h')
      unfold delta
      rw [if_neg h, if_neg h2]
  constructor
  · intro h a b
    rw [← hd a b]
    exact h (pairIndex n a) (pairIndex n b)
  · intro h p q
    obtain ⟨a, rfl⟩ := (pairIndex n).surjective p
    obtain ⟨b, rfl⟩ := (pairIndex n).surjective q
    rw [hd]
    exact h a b

/-- Under the CAR the number operator of mode `j` is
`c_j* c_j = (1 + i g_(j,0) g_(j,1)) / 2`. -/
theorem IsCAR.number_eq [DecidableEq ι] {c : ι → A} (h : IsCAR c) (j : ι) :
    star (c j) * c j = (1 / 2 : ℂ) • (1 + I • (majOdd c j * majEven c j)) := by
  have hI : I * (-I) = 1 := by simp
  have key : I • (majOdd c j * majEven c j) = (c j + star (c j)) * (c j - star (c j)) := by
    unfold majOdd majEven
    rw [mul_smul_comm, smul_smul, hI, one_smul]
  have hP : c j * c j + c j * c j = 0 := h.ann j j
  have hS : star (c j) * star (c j) + star (c j) * star (c j) = 0 := h.creation j j
  have hQ : c j * star (c j) + star (c j) * c j = 1 := (h.mix j j).trans (by simp [delta])
  rw [key]
  simp only [mul_sub, add_mul]
  linear_combination (norm := module) (1 / 2 : ℂ) • hQ - (1 / 4 : ℂ) • hP + (1 / 4 : ℂ) • hS

variable [StarModule ℂ A]

/-- Every Majorana operator is self-adjoint, for any family `c_j`. -/
theorem star_majorana (c : ι → A) (a : ι × Fin 2) : star (majorana c a) = majorana c a := by
  obtain ⟨j, s⟩ := a
  have hs : ∀ s : Fin 2, s = 0 ∨ s = 1 := by decide
  rcases hs s with rfl | rfl
  · change star (majOdd c j) = majOdd c j
    unfold majOdd
    rw [star_add, star_star, add_comm]
  · change star (majEven c j) = majEven c j
    have hI : star (-I) = I := by simp
    unfold majEven
    rw [star_smul, star_sub, star_star, hI]
    module

/-- A self-adjoint family `g` is the Majorana family of the modes
`(g_(j,0) + i g_(j,1)) / 2`. -/
theorem majorana_fermionOf {g : ι × Fin 2 → A} (hg : ∀ a, star (g a) = g a) :
    majorana (fermionOf g) = g := by
  funext a
  obtain ⟨j, s⟩ := a
  have hs : ∀ s : Fin 2, s = 0 ∨ s = 1 := by decide
  have h12 : star (1 / 2 : ℂ) = 1 / 2 := by simp
  have hI : star I = -I := by simp
  have hI2 : (-I) * I = 1 := by simp
  -- the adjoint of the mode flips the sign of i
  have hst : star (fermionOf g j) = (1 / 2 : ℂ) • (g (j, 0) - I • g (j, 1)) := by
    simp only [fermionOf, star_smul, star_add, hg, h12, hI]
    module
  rcases hs s with rfl | rfl
  · change fermionOf g j + star (fermionOf g j) = g (j, 0)
    rw [hst]
    unfold fermionOf
    module
  · change (-I) • (fermionOf g j - star (fermionOf g j)) = g (j, 1)
    have hdiff : fermionOf g j - star (fermionOf g j) = I • g (j, 1) := by
      rw [hst]
      unfold fermionOf
      module
    rw [hdiff, smul_smul, hI2, one_smul]

/-- For a self-adjoint family `g`, the modes `(g_(j,0) + i g_(j,1)) / 2` obey the CAR if and
only if `g` obeys the Clifford relations. -/
theorem isCAR_fermionOf_iff [DecidableEq ι] {g : ι × Fin 2 → A} (hg : ∀ a, star (g a) = g a) :
    IsCAR (fermionOf g) ↔ IsClifford g := by
  rw [isCAR_iff_isClifford, majorana_fermionOf hg]

set_option maxHeartbeats 400000 in
/-- The two Jordan-Wigner matrices obey the CAR, and their four Majorana matrices obey the
Clifford relations. -/
theorem jwPair_witness : IsCAR jwPair ∧ IsClifford (majorana jwPair) := by
  have h : IsCAR jwPair := by
    constructor
    · intro i j
      ext a b
      simp only [anticomm, Matrix.add_apply, Matrix.mul_apply, Fin.sum_univ_four]
      fin_cases i <;> fin_cases j <;> fin_cases a <;> fin_cases b <;> simp [jwPair]
    · intro i j
      ext a b
      simp only [anticomm, Matrix.add_apply, Matrix.mul_apply, Fin.sum_univ_four,
        Matrix.star_apply]
      fin_cases i <;> fin_cases j <;> fin_cases a <;> fin_cases b <;>
        simp [jwPair, delta]
  exact ⟨h, (isCAR_iff_isClifford jwPair).1 h⟩

end

end MajoranaOperators
```

```lean
#print axioms MajoranaOperators.isCAR_iff_isClifford_seq
#print axioms MajoranaOperators.IsCAR.number_eq
#print axioms MajoranaOperators.star_majorana
#print axioms MajoranaOperators.isCAR_fermionOf_iff
```

```
'MajoranaOperators.isCAR_iff_isClifford_seq' depends on axioms: [propext, Classical.choice, Quot.sound]
'MajoranaOperators.IsCAR.number_eq' depends on axioms: [propext, Classical.choice, Quot.sound]
'MajoranaOperators.star_majorana' depends on axioms: [propext, Classical.choice, Quot.sound]
'MajoranaOperators.isCAR_fermionOf_iff' depends on axioms: [propext, Classical.choice, Quot.sound]
```

### Remarks

**Proof and derivation.** `IsCAR.creation` is the step S = 0, obtained by applying `star` to `h.ann i j`. `anticomm_expand` holds the four expansions: `simp only` multiplies out the products and moves the scalars outside, and `module` compares the coefficients of the resulting noncommuting monomials. `isClifford_iff_blocks` evaluates the delta on pairs of labels and splits into the four cases of (s, t). In `isCAR_iff_isClifford`, the forward branch substitutes `hP`, `hQ`, `hR`, `hS`. In the backward branch `cancel` removes the factor −I, so that `h1`, `k2`, `k3`, `h4` are equations (1) to (4), and the two `linear_combination` calls are the two signed sums with weight 1/4. `isCAR_iff_isClifford_seq` transports the result along the bijection `pairIndex`. In `IsCAR.number_eq`, `key` is the factorisation (c + c†)(c − c†), and the final combination uses the three relations at i = j. `mode_eq_majorana`, `star_majorana` and `majorana_fermionOf` follow the closing part of the derivation, from the inversion of the change of variables onward, with `hst` the formula for f_j†. `jwPair_witness` checks the CAR for two 4×4 matrices entry by entry and gets the Clifford relations from the main theorem.

**Scope.** For an encoding of n orthonormal spin orbitals on qubits, `isCAR_fermionOf_iff` reduces the check of the CAR to checking that 2n self-adjoint operators square to 1 and anticommute pairwise; this concerns the algebraic relations only. Field operators with a Dirac delta, Fock space, the dimension and uniqueness of representations, and the Jordan–Wigner construction for more than two modes are not treated.

The Pauli forms and the counter-example below were worked on paper, and Lean has not checked them.

**Two modes in numbers.** `jwPair` is c_0 = σ⁻ ⊗ 1, c_1 = Z ⊗ σ⁻, where X, Y, Z are the Pauli matrices and σ⁻ = (X + IY)/2 has rows (0, 1), (0, 0). It lowers the occupation, with the second basis vector as the occupied state; in the usual spin notation the same matrix is called σ⁺. Then σ⁻ + (σ⁻)† = X and −I(σ⁻ − (σ⁻)†) = Y, so the row of Majorana matrices is

X ⊗ 1, Y ⊗ 1, Z ⊗ X, Z ⊗ Y.

Each squares to 1, and for instance {X ⊗ 1, Z ⊗ X} = (XZ + ZX) ⊗ X = 0. From XY = IZ one gets I·XY = −Z, and (1 − Z)/2 = diag(0, 1). Hence

c_0†c_0 = diag(0, 0, 1, 1) and c_1†c_1 = diag(0, 1, 0, 1),

in agreement with multiplying the matrices directly.

**Without self-adjointness.** Remove `hg` from `isCAR_fermionOf_iff` and take one mode in 2×2 matrices, with g_(0,0) having rows (0, 2), (1/2, 0) and g_(0,1) having rows (0, −2I), (I/2, 0). Both square to 1, and the two products are diag(I, −I) and diag(−I, I), so the Clifford relations hold. But f_0 = (g_(0,0) + I g_(0,1))/2 = 2σ⁻, and {f_0, f_0†} = 4·1, so the CAR fail.
